# For two sites with hop matrix element +1 and guide (1, 2), the T-move ground-state energy is 1/2, above the sign-constrained minimum of 0

The lemma `two_site_strict_gap` concerns a real two-site Hamiltonian with zero diagonal and off-diagonal elements +1, and the unnormalised guide vector (1, 2). It states that the lowest energy among real unit vectors with no amplitude opposite in sign to the guide is 0, while the T-move Hamiltonian has minimum energy 1/2 over all real unit vectors. The T-move construction removes the sign-violating hop and adds its local contribution to the diagonal, which here gives diagonal entries 2 and 1/2. The attempt proves the first value using the vector (1, 0) and the non-negativity of the energy in the sign sector. For the second, it tries to reduce the T-move energy to `2 * f 0 ^ 2 + 1 / 2 * f 1 ^ 2`, whose minimum on unit vectors is reached at (0, 1).

As first written in Lean, the proof fails:

```lean
import Mathlib

open Matrix

namespace TwoSiteStrictGap

noncomputable section

variable {n : Type*} [Fintype n] [DecidableEq n]

/-- The quadratic form `⟨f, H f⟩`, which is the energy of `f` when `f` is a unit vector. -/
def energy (H : Matrix n n ℝ) (f : n → ℝ) : ℝ := ∑ x, ∑ y, f x * H x y * f y

/-- The sign-violating hops: off-diagonal elements with `psi x * H x y * psi y > 0`. -/
def positiveHops (H : Matrix n n ℝ) (psi : n → ℝ) : Matrix n n ℝ :=
  Matrix.of fun x y => if x ≠ y ∧ 0 < psi x * H x y * psi y then H x y else 0

/-- The T-move Hamiltonian for a nowhere-zero guide `psi`: sign-violating hops are removed
and their local contribution is added to the diagonal. -/
def tmove (H : Matrix n n ℝ) (psi : n → ℝ) : Matrix n n ℝ :=
  H - positiveHops H psi +
    Matrix.diagonal fun x => (∑ y, positiveHops H psi x y * psi y) / psi x

/-- The unit vectors whose amplitudes nowhere have the sign opposite to `psi`. -/
def signSector (psi : n → ℝ) : Set (n → ℝ) :=
  {f | ∑ x, f x ^ 2 = 1 ∧ ∀ x, 0 ≤ f x * psi x}

/-- The energy `E_S`: the infimum of `⟨f, H f⟩` over the sign sector of `psi`. -/
def sectorEnergy (H : Matrix n n ℝ) (psi : n → ℝ) : ℝ :=
  sInf (energy H '' signSector psi)

/-- The vector with the magnitudes of `f`, non-negative where `psi` is positive and non-positive
elsewhere. -/
def fold (psi f : n → ℝ) : n → ℝ := fun x => if 0 < psi x then |f x| else -|f x|

omit [DecidableEq n] in
/-- Folding a unit vector onto the signs of `psi` gives a member of the sign sector. -/
theorem fold_mem_signSector (psi f : n → ℝ) (hf : ∑ x, f x ^ 2 = 1) :
    fold psi f ∈ signSector psi := by
  constructor
  · rw [← hf]
    refine Finset.sum_congr rfl fun x _ => ?_
    unfold fold
    split_ifs
    · exact sq_abs _
    · rw [neg_sq, sq_abs]
  · intro x
    unfold fold
    split_ifs with h
    · exact mul_nonneg (abs_nonneg _) h.le
    · exact mul_nonneg_of_nonpos_of_nonpos (neg_nonpos.2 (abs_nonneg _)) (not_lt.1 h)

/-- On a nonempty configuration set, `E_S` is attained by a vector of the sign sector. -/
theorem sectorEnergy_isLeast [Nonempty n] (H : Matrix n n ℝ) (psi : n → ℝ) :
    IsLeast (energy H '' signSector psi) (sectorEnergy H psi) := by
  have hclosed : IsClosed (signSector psi) := by
    have h1 : IsClosed {f : n → ℝ | ∑ x, f x ^ 2 = 1} :=
      isClosed_eq (by fun_prop) continuous_const
    have h2 : IsClosed {f : n → ℝ | ∀ x, 0 ≤ f x * psi x} := by
      simp only [Set.ofPred_forall]
      exact isClosed_iInter fun x => isClosed_le continuous_const (by fun_prop)
    exact h1.inter h2
  -- unit vectors have all amplitudes between -1 and 1
  have hsub : signSector psi ⊆ Set.Icc (fun _ => (-1 : ℝ)) (fun _ => 1) := by
    intro f hf
    have hb : ∀ x, f x ^ 2 ≤ 1 := fun x => by
      rw [← hf.1]
      exact Finset.single_le_sum (f := fun x => f x ^ 2)
        (fun y _ => sq_nonneg (f y)) (Finset.mem_univ x)
    exact ⟨fun x => by nlinarith [hb x], fun x => by nlinarith [hb x]⟩
  have hc : IsCompact (signSector psi) := isCompact_Icc.of_isClosed_subset hclosed hsub
  have hne : (signSector psi).Nonempty := by
    obtain ⟨a⟩ := ‹Nonempty n›
    refine ⟨_, fold_mem_signSector psi (fun x => if x = a then 1 else 0) ?_⟩
    simp
  have hcont : Continuous (energy H) := by
    unfold energy
    fun_prop
  exact (hc.image hcont).isLeast_sInf (hne.image _)

/-- For two sites coupled by a hop `+1` and the guide `(1, 2)`, `E_S` is `0` while the
minimum of the T-move energy over unit vectors is `1/2`. -/
theorem two_site_strict_gap :
    sectorEnergy !![0, 1; 1, 0] ![1, 2] = 0 ∧
    IsLeast (energy (tmove !![0, 1; 1, 0] ![1, 2]) '' {f | ∑ x, f x ^ 2 = 1})
      (1 / 2) := by
  constructor
  · refine (sectorEnergy_isLeast _ _).unique ⟨⟨![1, 0], ⟨?_, ?_⟩, ?_⟩, ?_⟩
    · simp [Fin.sum_univ_two]
    · intro x
      fin_cases x <;> simp
    · simp [energy, Fin.sum_univ_two]
    · rintro _ ⟨f, ⟨_, hs⟩, rfl⟩
      have h0 : 0 ≤ f 0 := by simpa using hs 0
      have h1 : 0 ≤ f 1 := by simpa using hs 1
      have he : energy !![0, 1; 1, 0] f = f 0 * f 1 + f 1 * f 0 := by
        simp [energy, Fin.sum_univ_two]
      rw [he]
      positivity
  · -- the only hop is removed, leaving a diagonal Hamiltonian
    have he : ∀ f : Fin 2 → ℝ, energy (tmove !![0, 1; 1, 0] ![1, 2]) f
        = 2 * f 0 ^ 2 + 1 / 2 * f 1 ^ 2 := by
      intro f
      simp [energy, tmove, positiveHops, Fin.sum_univ_two, Matrix.diagonal_apply]
      ring
    refine ⟨⟨![0, 1], ?_, ?_⟩, ?_⟩
    · simp [Fin.sum_univ_two]
    · rw [he]
      simp
    · rintro _ ⟨f, hf, rfl⟩
      have hf' : f 0 ^ 2 + f 1 ^ 2 = 1 := by
        simpa [Fin.sum_univ_two] using hf
      rw [he]
      nlinarith [sq_nonneg (f 0)]

end

end TwoSiteStrictGap
```

The error:

```
Try this:
  [apply] ring_nf
  
  The `ring` tactic failed to close the goal. Use `ring_nf` to obtain a normal form.
    
  Note that `ring` works primarily in *commutative* rings. If you have a noncommutative ring, abelian group or module, consider using `noncomm_ring`, `abel` or `module` instead.
Main.lean:102:43: error: unsolved goals
f : Fin 2 → ℝ
⊢ -(f 0 *
                      vecHead
                        (vecTail
                          (vecHead fun x y =>
                            if ¬x = y ∧ 0 < ![1, 2] x * vecCons (![0, 1] y) (fun i => ![1, 0] y) x * ![1, 2] y then
                              vecCons (![0, 1] y) (fun i => ![1, 0] y) x
                            else 0)) *
                    f 1) +
                f 0 * f 1 * 2 -
              f 0 * f 1 *
                vecHead
                  (vecHead
                    (vecTail fun x y =>
                      if ¬x = y ∧ 0 < ![1, 2] x * vecCons (![0, 1] y) (fun i => ![1, 0] y) x * ![1, 2] y then
                        vecCons (![0, 1] y) (fun i => ![1, 0] y) x
                      else 0)) +
            f 0 ^ 2 * 2 -
          f 0 ^ 2 *
            vecHead
              (vecHead fun x y =>
                if ¬x = y ∧ 0 < ![1, 2] x * vecCons (![0, 1] y) (fun i => ![1, 0] y) x * ![1, 2] y then
                  vecCons (![0, 1] y) (fun i => ![1, 0] y) x
                else 0) +
        f 1 ^ 2 * (1 / 2) -
      f 1 ^ 2 *
        vecHead
          (vecTail
            (vecHead
              (vecTail fun x y =>
                if ¬x = y ∧ 0 < ![1, 2] x * vecCons (![0, 1] y) (fun i => ![1, 0] y) x * ![1, 2] y then
                  vecCons (![0, 1] y) (fun i => ![1, 0] y) x
                else 0))) =
    f 0 ^ 2 * 2 + f 1 ^ 2 * (1 / 2)
```

What went wrong. The error is an unsolved goal in `he`, the formula for the T-move energy. The "Try this" message says that `ring` did not close the goal; its suggestion of `ring_nf` would not help, since what is missing is not algebra.

The `simp` call unfolds `positiveHops` to a function containing an `if`, while the Hamiltonian is an explicit matrix. In the subtraction, the entries of that function end up written with `vecHead` and `vecTail`, which `simp` leaves unevaluated. The conditions therefore still contain the bound variables `x` and `y` and are not decided. `ring` cannot evaluate these expressions, so the hop terms do not cancel. The diagonal contributions, 2 and 1/2, had already been computed correctly.

The repair first proves `hP`: here `positiveHops` equals the whole Hamiltonian. `ext` and `fin_cases` reduce this to single entries with concrete indices, where `simp` can decide each condition. Rewriting with `hP` then lets `sub_self` and `zero_add` remove the difference, leaving only the diagonal matrix. The remaining `simp` and `ring` prove the formula.

The repair, with which the file compiles:

```diff
@@ -99,8 +99,12 @@
       positivity
   · -- the only hop is removed, leaving a diagonal Hamiltonian
+    have hP : positiveHops !![0, 1; 1, 0] ![1, 2] = !![0, 1; 1, 0] := by
+      ext i j
+      fin_cases i <;> fin_cases j <;> simp [positiveHops]
     have he : ∀ f : Fin 2 → ℝ, energy (tmove !![0, 1; 1, 0] ![1, 2]) f
         = 2 * f 0 ^ 2 + 1 / 2 * f 1 ^ 2 := by
       intro f
-      simp [energy, tmove, positiveHops, Fin.sum_univ_two, Matrix.diagonal_apply]
+      simp only [tmove, hP, sub_self, zero_add]
+      simp [energy, Fin.sum_univ_two, Matrix.diagonal_apply]
       ring
     refine ⟨⟨![0, 1], ?_, ?_⟩, ?_⟩
```
